# Moving the exchange operator of two spins one-half past a product operator interchanges its factors

Let one operator `a` act on the first of two spins one-half and another, `b`, on the second. The lemma says that applying this product and then exchanging the spins is the same as exchanging them first and then applying the product with `b` on the first spin and `a` on the second. In matrices this is `swap * (a ⊗ₖ b) = (b ⊗ₖ a) * swap`, for any complex 2 × 2 matrices `a` and `b`, which need be neither Hermitian nor unitary. The attempt compares the two sides entry by entry, splits into the sixteen choices of indices, and asks `simp` to work out the sums and settle the order of the factors with `mul_comm`.

As first written in Lean, the proof fails:

```lean
import Mathlib

open Matrix
open scoped Kronecker

namespace HundExchange

noncomputable section

/-- Operators on two spins one-half, as matrices in the product basis (0 is up, 1 is down). -/
abbrev TwoSpinOp := Matrix (Fin 2 × Fin 2) (Fin 2 × Fin 2) ℂ

/-- The operator that exchanges the two spins. -/
def swap : TwoSpinOp :=
  Matrix.of fun p q => if p.1 = q.2 ∧ p.2 = q.1 then 1 else 0

/-- Moving the exchange operator past a product operator interchanges its two factors. -/
theorem swap_mul_kronecker (a b : Matrix (Fin 2) (Fin 2) ℂ) :
    swap * (a ⊗ₖ b) = (b ⊗ₖ a) * swap := by
  ext ⟨i, j⟩ ⟨k, l⟩
  fin_cases i <;> fin_cases j <;> fin_cases k <;> fin_cases l <;>
    simp [swap, Matrix.mul_apply, Fintype.sum_prod_type, Fin.sum_univ_two, mul_comm]

end

end HundExchange
```

Lean reports:

```
Main.lean:19:41: error: unsolved goals
case «0».«0».«0».«0»
a b : Matrix (Fin 2) (Fin 2) ℂ
⊢ a 0 0 * b 0 0 = b 0 0 * a 0 0

case «1».«0».«1».«0»
a b : Matrix (Fin 2) (Fin 2) ℂ
⊢ b 1 0 * a 0 1 = a 0 1 * b 1 0

case «1».«1».«0».«0»
a b : Matrix (Fin 2) (Fin 2) ℂ
⊢ b 1 0 * a 1 0 = a 1 0 * b 1 0

case «1».«1».«1».«0»
a b : Matrix (Fin 2) (Fin 2) ℂ
⊢ b 1 0 * a 1 1 = a 1 1 * b 1 0
```

Cause. The error lists four entries, of the sixteen, that `simp` left unproved. In each the sums are already worked out, and what remains is that two complex numbers commute.

`simp` had `mul_comm` for this, but it uses such a lemma only to put factors into a fixed order, so that equal products come out alike. Here the two sides ended in opposite orders. In the last three goals both sides have even been turned round from the order in which the matrix products give them. This points to factors that print alike but were not written identically inside Lean, perhaps in their indices, so that the ordering treated the two sides differently. The messages don't show the difference itself.

The added `exact mul_comm _ _` runs on each goal that `simp` leaves. It states commutativity outright, with no ordering involved, and `exact` accepts terms that agree by definition even if they are written differently. That closes all four.

The repair, with which the file compiles:

```diff
@@ -20,5 +20,6 @@
   ext ⟨i, j⟩ ⟨k, l⟩
   fin_cases i <;> fin_cases j <;> fin_cases k <;> fin_cases l <;>
-    simp [swap, Matrix.mul_apply, Fintype.sum_prod_type, Fin.sum_univ_two, mul_comm]
+    simp [swap, Matrix.mul_apply, Fintype.sum_prod_type, Fin.sum_univ_two, mul_comm] <;>
+    exact mul_comm _ _
 
 end
```
